# Without boundary conditions, the second-derivative matrix of polynomial interpolation through all of n ≥ 3 distinct nodes is nilpotent and not diagonalisable

Q: A finite-difference Laplacian is symmetric, with a sensible spectrum. How can a second-derivative matrix be nilpotent?

A: It depends on what happens at the edges of the grid, and that has to be settled first. The symmetric matrix you have in mind assumes something beyond the last node, usually that the wavefunction vanishes there. Here nothing is assumed. Every row differentiates the one polynomial that passes through all $n$ grid values, so at an end node the stencil is one-sided.

Take distinct real nodes $x_0,\dots,x_{n-1}$ and the Lagrange polynomials
$$\ell_j(x)=\prod_{k\ne j}\frac{x-x_k}{x_j-x_k},\qquad \ell_j(x_i)=\delta_{ij}.$$
The matrix for the $m$th derivative is $(D_m)_{ij}=\ell_j^{(m)}(x_i)$. It maps grid values to the $m$th derivative of their interpolant at the nodes. In Lean it is `stencil x m`.

```lean
import Mathlib

open Polynomial Matrix

namespace NilpotentStencil

noncomputable section

variable {n : ℕ} {x : Fin n → ℝ}

/-- The full-grid finite-difference matrix for the `m`th derivative: entry `(i, j)` is the `m`th
derivative at node `x i` of the `j`th Lagrange polynomial. The nodes are meant to be distinct. -/
def stencil (x : Fin n → ℝ) (m : ℕ) : Matrix (Fin n) (Fin n) ℝ :=
  Matrix.of fun i j => (derivative^[m] (Lagrange.basis Finset.univ x j)).eval (x i)
```

The grid is a function `x : Fin n → ℝ`, with indices starting at 0. Distinctness enters the theorems as `hx : Function.Injective x`. The nodes need be neither ordered nor equally spaced.

Q: Show me the nilpotency by hand before any more code.

A: Start with a product $D_aD_b$. The polynomial $p=\ell_j^{(b)}$ has degree below $n$. Its interpolant $\sum_k p(x_k)\,\ell_k$ also has degree below $n$ and agrees with $p$ at $n$ nodes, so the two are equal. Differentiate $a$ times and evaluate at $x_i$:
$$\ell_j^{(a+b)}(x_i)=\sum_k \ell_k^{(a)}(x_i)\,\ell_j^{(b)}(x_k)=(D_aD_b)_{ij}.$$
Hence $D_aD_b=D_{a+b}$. Since $D_0$ is the identity, $D_m^k=D_{mk}$.

Next, when is $D_m$ zero? Each $\ell_j$ has degree $n-1$, so for $m\ge n$ its $m$th derivative vanishes and $D_m=0$. For $m<n$, let $c\neq0$ be the leading coefficient of $\ell_j$. Then $\ell_j^{(m)}$ has leading coefficient
$$c\,\frac{(n-1)!}{(n-1-m)!}\neq 0.$$
It is a nonzero polynomial of degree below $n$ and cannot vanish at all $n$ nodes, so $D_m\ne0$. Together,
$$D_m^k=0\iff n\le mk.$$
For $m=2$ and $n\ge3$, the matrix is nonzero but some power of it is zero.

Q: Give me a case I can check in my head.

A: Three nodes with spacing $h$. The interpolant is a parabola, whose second derivative is the same everywhere, so all three rows of $D_2$ are $(1,-2,1)/h^2$. The entries of a row sum to zero, and therefore $D_2^2=0$.

Q: And if I keep the three-point stencil but add more nodes, with one-sided three-point rows at the ends?

A: Then it is a different matrix, and the argument fails because no single polynomial runs through all the rows. With four equally spaced nodes its diagonal is $(1,-2,-2,1)/h^2$. The trace is $-2/h^2$, whereas a nilpotent matrix has trace zero. The theorems concern stencils that use every node in every row.

Q: Fine. How does the Lean proof follow your calculation?

A: Closely. Two lemmas first record the degrees: $n-1$ for each Lagrange polynomial, and below $n$ for all its derivatives.

```lean
/-- Each Lagrange polynomial on `n` distinct nodes has degree `n - 1`. -/
theorem natDegree_basis (hx : Function.Injective x) (j : Fin n) :
    (Lagrange.basis Finset.univ x j).natDegree = n - 1 := by
  have h := Lagrange.degree_basis (s := Finset.univ) hx.injOn (Finset.mem_univ j)
  rw [Finset.card_univ, Fintype.card_fin] at h
  exact natDegree_eq_of_degree_eq_some h

/-- Every derivative of a Lagrange polynomial has degree below the number of nodes. -/
theorem degree_derivative_basis_lt (hx : Function.Injective x) (b : ℕ) (j : Fin n) :
    (derivative^[b] (Lagrange.basis Finset.univ x j)).degree
      < (Finset.univ : Finset (Fin n)).card := by
  have h1 := natDegree_iterate_derivative (Lagrange.basis Finset.univ x j) b
  rw [natDegree_basis hx j] at h1
  have hj : 0 < n := Fin.pos j
  have h2 : (derivative^[b] (Lagrange.basis Finset.univ x j)).natDegree < n := by omega
  refine degree_le_natDegree.trans_lt ?_
  rw [Finset.card_univ, Fintype.card_fin]
  exact_mod_cast h2
```

The product rule comes next. The step `hint` is the statement that re-interpolating $p$ loses nothing. The `calc` chain then writes out the matrix product, moves the derivative outside the sum, replaces the sum by $p$, and combines the two orders of differentiation.

```lean
/-- On distinct nodes, applying the stencils for the `b`th and then the `a`th derivative gives the
stencil for the derivative of order `a + b`. -/
theorem stencil_mul (hx : Function.Injective x) (a b : ℕ) :
    stencil x a * stencil x b = stencil x (a + b) := by
  ext i j
  set p : ℝ[X] := derivative^[b] (Lagrange.basis Finset.univ x j) with hp
  -- interpolating the differentiated polynomial on the same nodes loses nothing
  have hint : p = ∑ k, C (p.eval (x k)) * Lagrange.basis Finset.univ x k := by
    have h := Lagrange.eq_interpolate hx.injOn (degree_derivative_basis_lt hx b j)
    rwa [Lagrange.interpolate_apply] at h
  calc (stencil x a * stencil x b) i j
      = ∑ k, (derivative^[a] (Lagrange.basis Finset.univ x k)).eval (x i) * p.eval (x k) :=
        Matrix.mul_apply
    _ = (derivative^[a] (∑ k, C (p.eval (x k)) * Lagrange.basis Finset.univ x k)).eval (x i) := by
        rw [iterate_derivative_sum, eval_finsetSum]
        refine Finset.sum_congr rfl fun k _ => ?_
        rw [iterate_derivative_C_mul, eval_mul, eval_C, mul_comm]
    _ = (derivative^[a] p).eval (x i) := by rw [← hint]
    _ = stencil x (a + b) i j := by
        rw [hp, ← Function.iterate_add_apply]
        rfl
```

The vanishing criterion is proved in both directions. If $D_m=0$ although $m<n$, then the $m$th derivative of $\ell_0$ vanishes at every node and is the zero polynomial. The proof reads off its coefficient of order $n-1-m$, which is the leading coefficient of $\ell_0$ times a falling factorial. Neither factor can be zero. The other direction is the degree count.

```lean
/-- On distinct nodes, the stencil for the `m`th derivative vanishes exactly when there are at most
`m` nodes. -/
theorem stencil_eq_zero_iff (hx : Function.Injective x) (m : ℕ) :
    stencil x m = 0 ↔ n ≤ m := by
  constructor
  · intro h
    by_contra hm
    let j : Fin n := ⟨0, by omega⟩
    -- a polynomial of degree below `n` that vanishes at all nodes is zero
    have hq : derivative^[m] (Lagrange.basis Finset.univ x j) = 0 :=
      eq_zero_of_degree_lt_of_eval_index_eq_zero (v := x) Finset.univ hx.injOn
        (degree_derivative_basis_lt hx m j) (fun i _ => congrFun (congrFun h i) j)
    -- but its leading coefficient survives `m < n` differentiations
    have hc := congrArg (fun r : ℝ[X] => r.coeff (n - 1 - m)) hq
    simp only [coeff_iterate_derivative, coeff_zero] at hc
    rw [show n - 1 - m + m = n - 1 by omega] at hc
    rcases smul_eq_zero.mp hc with h0 | h0
    · have := Nat.descFactorial_eq_zero_iff_lt.mp h0
      omega
    · rw [← natDegree_basis hx j] at h0
      exact Lagrange.basis_ne_zero hx.injOn (Finset.mem_univ j) (leadingCoeff_eq_zero.mp h0)
  · intro h
    ext i j
    have hj : 0 < n := Fin.pos j
    have h0 : derivative^[m] (Lagrange.basis Finset.univ x j) = 0 :=
      iterate_derivative_eq_zero (by rw [natDegree_basis hx j]; omega)
    simp [stencil, h0]
```

Induction on $k$ gives the powers. The base case is $\ell_j(x_i)=\delta_{ij}$, and each further step uses the product rule.

```lean
/-- On distinct nodes, the `k`th power of the stencil for the `m`th derivative is the stencil for
the derivative of order `m * k`. -/
theorem stencil_pow (hx : Function.Injective x) (m k : ℕ) :
    stencil x m ^ k = stencil x (m * k) := by
  induction k with
  | zero =>
    rw [pow_zero, mul_zero]
    ext i j
    change _ = (Lagrange.basis Finset.univ x j).eval (x i)
    by_cases h : i = j
    · subst h
      rw [Lagrange.eval_basis_self hx.injOn (Finset.mem_univ i), Matrix.one_apply_eq]
    · rw [Lagrange.eval_basis_of_ne (Ne.symm h) (Finset.mem_univ i), Matrix.one_apply_ne h]
  | succ k ih => rw [pow_succ, ih, stencil_mul hx, Nat.mul_succ]

/-- The `k`th power of the stencil for the `m`th derivative on `n` distinct nodes vanishes exactly
when `n ≤ m * k`. -/
theorem stencil_pow_eq_zero_iff (hx : Function.Injective x) (m k : ℕ) :
    stencil x m ^ k = 0 ↔ n ≤ m * k := by
  rw [stencil_pow hx, stencil_eq_zero_iff hx]
```

Q: Nilpotent and nonzero, then. Why does that rule out a full set of eigenvectors?

A: Write $D$ for $D_m$ with $0<m<n$, and suppose $DP=P\Lambda$ with $P$ invertible and $\Lambda$ diagonal. Repeating this gives $D^nP=P\Lambda^n$. The left side is zero because $n\le mn$, so $\Lambda^n=0$, and every diagonal entry of $\Lambda$ is zero. Then $DP=0$, hence $D=0$, which contradicts $m<n$.

In the code, `hpow` is the repeated relation, `hd` is $\Lambda^n=0$, `hd0` says that all the eigenvalues vanish, and `hD` is the contradictory $D=0$.

```lean
/-- For `n` distinct nodes and `0 < m < n`, no invertible complex matrix `P` brings the stencil for
the `m`th derivative to diagonal form. -/
theorem stencil_not_diagonalisable (hx : Function.Injective x) {m : ℕ} (hm : 0 < m) (hmn : m < n)
    (P : Matrix (Fin n) (Fin n) ℂ) (hP : IsUnit P) (d : Fin n → ℂ) :
    (stencil x m).map Complex.ofReal * P ≠ P * diagonal d := by
  intro h
  have hA : (stencil x m).map Complex.ofReal ^ n = 0 := by
    change (Complex.ofRealHom.mapMatrix (stencil x m)) ^ n = 0
    rw [← map_pow, (stencil_pow_eq_zero_iff hx m n).mpr (Nat.le_mul_of_pos_left n hm), map_zero]
  have hpow : ∀ k : ℕ, (stencil x m).map Complex.ofReal ^ k * P = P * diagonal d ^ k := by
    intro k
    induction k with
    | zero => simp
    | succ k ih => rw [pow_succ, mul_assoc, h, ← mul_assoc, ih, mul_assoc, ← pow_succ]
  -- nilpotency forces every eigenvalue to vanish
  have hd : diagonal d ^ n = 0 := by
    have h1 := hpow n
    rw [hA, zero_mul] at h1
    exact hP.mul_right_eq_zero.mp h1.symm
  have hd0 : d = 0 := by
    funext i
    rw [Matrix.diagonal_pow] at hd
    have h1 := congrFun (congrFun hd i) i
    rw [Matrix.diagonal_apply_eq] at h1
    exact (pow_eq_zero_iff (by omega : n ≠ 0)).mp h1
  have hz : (stencil x m).map Complex.ofReal = 0 := by
    apply hP.mul_left_eq_zero.mp
    rw [h, hd0]
    simp
  have hD : stencil x m = 0 := by
    ext i j
    exact Complex.ofReal_eq_zero.mp (congrFun (congrFun hz i) j)
  exact not_le_of_gt hmn ((stencil_eq_zero_iff hx m).mp hD)
```

Q: The stencil is real. Why bring in complex matrices?

A: Because with a real `P` and a real `d` the theorem would say too little, and that version is easily written down by accident. A rotation of the plane by $90^\circ$ has no real eigenvectors, yet it is diagonalisable over the complex numbers, with eigenvalues $\pm i$. In quantum mechanics the amplitudes are complex, so that is the question to ask. The expression `(stencil x m).map Complex.ofReal` is the same matrix with its entries regarded as complex numbers.

Q: On a non-uniform grid a perfectly good kinetic matrix may look unsymmetric, simply because the inner product carries quadrature weights. Have you allowed for that?

A: Yes. Let the inner product of real grid vectors be $\langle u,v\rangle_W=u^{\mathsf T}Wv$. Then $\langle Du,v\rangle_W=\langle u,Dv\rangle_W$ for all $u,v$ means $D^{\mathsf T}W=WD$. The theorem excludes this for every real $W$ with $v^{\mathsf T}Wv>0$ whenever $v\neq0$. Positive quadrature weights are the diagonal case, and $W=1$ is ordinary symmetry. The hypothesis `hW` asks only for positivity, so $W$ need not even be symmetric.

By hand, assume $D^{\mathsf T}W=WD$ and let $B$ be a matrix with $D(DB)=0$. Then
$$(DB)^{\mathsf T}W(DB)=B^{\mathsf T}D^{\mathsf T}WDB=B^{\mathsf T}WD(DB)=0.$$
The $j$th diagonal entry of the left side is $v^{\mathsf T}Wv$, where $v$ is the $j$th column of $DB$. So every column is zero and $DB=0$. Taking $B=D^k$ turns $D^{k+2}=0$ into $D^{k+1}=0$. Starting from $D^{n+1}=0$, we remove one factor at a time until $D=0$, which is again impossible for $m<n$.

The step called `step` is the displayed argument, and `descend` removes the factors.

```lean
/-- For `n` distinct nodes and `0 < m < n`, the stencil for the `m`th derivative is not self-adjoint
with respect to any positive definite real weight matrix `W`. -/
theorem stencil_not_selfAdjoint (hx : Function.Injective x) {m : ℕ} (hm : 0 < m) (hmn : m < n)
    (W : Matrix (Fin n) (Fin n) ℝ) (hW : ∀ v : Fin n → ℝ, v ≠ 0 → 0 < v ⬝ᵥ (W *ᵥ v)) :
    (stencil x m)ᵀ * W ≠ W * stencil x m := by
  intro h
  -- for a self-adjoint matrix, `D (D B) = 0` already forces `D B = 0`
  have step : ∀ B : Matrix (Fin n) (Fin n) ℝ,
      stencil x m * (stencil x m * B) = 0 → stencil x m * B = 0 := by
    intro B hB
    have hz : (stencil x m * B)ᵀ * (W * (stencil x m * B)) = 0 := by
      rw [Matrix.transpose_mul, Matrix.mul_assoc, ← Matrix.mul_assoc (stencil x m)ᵀ, h,
        Matrix.mul_assoc W, hB, Matrix.mul_zero, Matrix.mul_zero]
    ext i j
    by_contra hij
    have hpos := hW (fun k => (stencil x m * B) k j) (fun h0 => hij (congrFun h0 i))
    exact (ne_of_gt hpos) (congrFun (congrFun hz j) j)
  have descend : ∀ k : ℕ, stencil x m ^ (k + 1) = 0 → stencil x m = 0 := by
    intro k
    induction k with
    | zero => intro h0; simpa using h0
    | succ k ih =>
      intro h0
      apply ih
      rw [pow_succ']
      apply step
      rw [← pow_succ', ← pow_succ']
      exact h0
  have hD := descend n ((stencil_pow_eq_zero_iff hx m (n + 1)).mpr (by nlinarith))
  exact not_le_of_gt hmn ((stencil_eq_zero_iff hx m).mp hD)
```

Q: So what exactly does the final theorem say?

A: It takes $n\ge3$ distinct real nodes and sets $m=2$. It then makes four statements about `stencil x 2`: it is nonzero; some power of it is zero; no invertible complex `P` brings it to diagonal form; and it is not self-adjoint for any positive definite real weight matrix. The proof inserts $m=2$ into the earlier results.

```lean
/-- On `n ≥ 3` distinct nodes the second-derivative matrix is nonzero and nilpotent, is not
diagonalisable over `ℂ`, and is not self-adjoint for any positive definite real weight matrix. -/
theorem second_derivative_nilpotent (hx : Function.Injective x) (hn : 3 ≤ n) :
    stencil x 2 ≠ 0 ∧ IsNilpotent (stencil x 2) ∧
    (∀ (P : Matrix (Fin n) (Fin n) ℂ) (d : Fin n → ℂ), IsUnit P →
      (stencil x 2).map Complex.ofReal * P ≠ P * diagonal d) ∧
    (∀ W : Matrix (Fin n) (Fin n) ℝ, (∀ v : Fin n → ℝ, v ≠ 0 → 0 < v ⬝ᵥ (W *ᵥ v)) →
      (stencil x 2)ᵀ * W ≠ W * stencil x 2) := by
  refine ⟨fun h => ?_, ⟨n, (stencil_pow_eq_zero_iff hx 2 n).mpr (by omega)⟩,
    fun P d hP => stencil_not_diagonalisable hx (by omega) (by omega) P hP d,
    fun W hW => stencil_not_selfAdjoint hx (by omega) (by omega) W hW⟩
  have := (stencil_eq_zero_iff hx 2).mp h
  omega

end

end NilpotentStencil
```

```lean
#print axioms NilpotentStencil.second_derivative_nilpotent
-- 'NilpotentStencil.second_derivative_nilpotent' depends on axioms: [propext, Classical.choice, Quot.sound]
```

Q: The kinetic energy is $-\frac{\hbar^2}{2\mu}$ times the second derivative, with $\mu$ the particle mass. Your matrix has no such factor.

A: A nonzero real factor changes none of the four properties, so they carry over to $T=-\frac{\hbar^2}{2\mu}D_2$. If a one-particle, one-dimensional grid calculation used this $T$ with no boundary conditions, the only exact eigenvalue of its kinetic matrix would be zero.

Q: Then where did the kinetic spectrum go? The continuum operator certainly has one.

A: The continuum operator is Hermitian on functions for which the boundary terms from integration by parts cancel. The matrix here acts on all polynomials of degree below $n$, with no condition at the ends, and on that space repeated differentiation eventually gives zero. Imposing boundary conditions, for instance by fixing the end values to zero and deleting their rows and columns, produces another matrix, about which these theorems are silent.

Q: And if I add a potential?

A: The theorems treat the derivative matrix alone. A sum $T+V$ with a diagonal potential $V$ need not be nilpotent, and its spectrum is a separate question. The entries are also exact real numbers, so nothing is said about the eigenvalues that a floating-point routine would return.

Q: My objection was to the words "second-derivative matrix", then, more than to the theorem.

A: Yes. Those words leave open how each row is built, at the edges and in the interior, and the definition of `stencil` fixes every row.
